# Averaged over randomly placed, immobile acceptors at fixed density in unbounded d-dimensional space, Förster transfer adds a t^(d/6) term to the donor's decay exponent (0 < d < 6)

I model an excited dye in a rigid solution as a donor at the centre of a ball with N acceptors placed at random, and then let the ball grow at fixed density. For any one arrangement the transfer rates are constants, so the donor decays as a single exponential. Yet the averaged decay is supposed to contain exp(−const·√t). Where does the square root come from, and does the radius of the ball leave a trace in it?

## Average in a finite ball first, then let it grow

With N and the radius R finite, the average is an ordinary integral. The radius drops out in the limit. Averaging exponentials with different rates makes the decay non-exponential. The power 1/2 is 3/6: the rate falls as r⁻⁶, so by time t an acceptor matters mainly within a distance proportional to t^(1/6), and in three dimensions the mean number of acceptors that close grows as the cube of that distance.

Let τ be the donor's lifetime without acceptors and R₀ the Förster radius, at which transfer is as fast as the donor's own decay. An acceptor at distance r takes the excitation at the rate

k(r) = (1/τ)(R₀/r)⁶.

A uniform position in a d-dimensional ball gives the distance density ρ(r) = d r^(d−1)/R^d on 0 < r ≤ R. For independent acceptors the average factorises:

S_N(t) = ∫ ∏ᵢ ρ(rᵢ) exp(−(1/τ + Σᵢ k(rᵢ))t) dr = exp(−t/τ) A^N,

A = ∫ ρ(r) exp(−k(r)t) dr.

Put s = (t/τ)R₀⁶. Since ρ integrates to one,

A = 1 − J(R)/R^d,

J(R) = ∫₀ᴿ d r^(d−1)(1 − exp(−s/r⁶)) dr.

To find J(∞), substitute u = r^(−6) and write a = d/6. Then a u^(−a−1)|du| = d r^(d−1) dr, so

J(∞) = ∫₀^∞ a u^(−a−1)(1 − exp(−su)) du.

Near u = 0 the bracket is at most su, which leaves an integrable u^(−a) because a < 1. For large u it is at most 1, which leaves an integrable u^(−a−1) because a > 0. Now use

d/du[−u^(−a)(1 − exp(−su))] = a u^(−a−1)(1 − exp(−su)) − s u^(−a) exp(−su).

The function in square brackets vanishes at both ends, by the bounds s u^(1−a) and u^(−a). Hence

J(∞) = s ∫₀^∞ u^(−a) exp(−su) du = s · s^(a−1) Γ(1−a) = Γ(1−d/6) s^(d/6).

If R → ∞ and N/R^d → c, then N(A − 1) → −c J(∞). Because (1 + g_N)^N → exp(lim N g_N),

S_N(t) → exp(−t/τ − c Γ(1−d/6) R₀^d (t/τ)^(d/6)).

In three dimensions the number density is n = lim N/((4/3)πR³), so c = (4/3)πn. With Γ(1/2) = √π, the second term of the exponent becomes −(4/3)π^(3/2) n R₀³ √(t/τ). That is your square root.

## What the Lean statements say

`transferRate` is k, and `radialDensity` is ρ, set to zero outside `Ioc 0 R`. `donorSurvival` integrates over `x : Fin N → ℝ`, the list of N distances; angles are absent because the rate depends on distance alone. The radius is a sequence `R : ℕ → ℝ`, one ball for each N.

`forster_integral` gives both integrability and the value of the integral. Its letter `t` is not the time: it is later filled with `t / τ * R₀ ^ 6`, the s above. `forster_decay` is the limit at each fixed t > 0. Its `c` counts acceptors per R^d, without the volume factor of the ball; `forster_decay_three` uses the true number density `n`. The dimension d may be any real number between 0 and 6. Physically, d < 6 keeps the combined effect of distant acceptors finite.

The r⁻⁶ law is assumed down to r = 0, without a distance of closest approach, and with one R₀ for every acceptor, hence no individual orientation factors. Acceptors don't move, exclude one another or return the excitation. The step left to you is to identify a measured decay, which comes from many donors in one finite sample, with this average about a single central donor. Within those restrictions, the formula is the large-ball limit that a kinetic Monte Carlo simulation of one-way transfer should approach when its survival curve is averaged over many independently drawn acceptor arrangements. Repeated runs on a single arrangement give a single exponential instead.

```lean
import Mathlib

open MeasureTheory Set Filter Topology

namespace ForsterEnsembleDecay

noncomputable section

/-- The Förster transfer rate from a donor of lifetime `τ` to an acceptor at distance `r`, with
Förster radius `R₀`; the domain is `τ, R₀, r > 0`. -/
def transferRate (τ R₀ r : ℝ) : ℝ := 1 / τ * (R₀ / r) ^ 6

/-- The probability density of the distance from the centre for a point placed uniformly in a
`d`-dimensional ball of radius `R`; the domain is `d > 0`, `R > 0`. -/
def radialDensity (d R : ℝ) : ℝ → ℝ :=
  (Ioc 0 R).indicator fun r => d * r ^ (d - 1) / R ^ d

/-- The survival probability at time `t` of an excited donor at the centre of a ball of radius `R`,
averaged over the distances of `N` independent acceptors; the domain is `d, R, τ, R₀ > 0` and
`t ≥ 0`. -/
def donorSurvival (d R τ R₀ t : ℝ) (N : ℕ) : ℝ :=
  ∫ x : Fin N → ℝ, (∏ i, radialDensity d R (x i)) *
    Real.exp (-(1 / τ + ∑ i, transferRate τ R₀ (x i)) * t)

/-- For `0 < a < 1` and `s > 0` the kernel `u^(-a-1) (1 - exp(-s u))` is integrable on the
positive half-line. -/
theorem integrable_kernel {a s : ℝ} (ha : 0 < a) (ha1 : a < 1) (hs : 0 < s) :
    IntegrableOn (fun u : ℝ => u ^ (-a - 1) * (1 - Real.exp (-(s * u)))) (Ioi 0) := by
  have hm : Measurable (fun u : ℝ => u ^ (-a - 1) * (1 - Real.exp (-(s * u)))) := by fun_prop
  rw [← Ioc_union_Ioi_eq_Ioi (zero_le_one' ℝ)]
  refine IntegrableOn.union ?_ ?_
  · -- near zero, 1 - exp(-su) ≤ su
    have hg : IntegrableOn (fun u : ℝ => u ^ (-a)) (Ioc 0 1) :=
      (intervalIntegrable_iff_integrableOn_Ioc_of_le zero_le_one).1
        (intervalIntegral.intervalIntegrable_rpow' (by linarith))
    refine Integrable.mono' (hg.const_mul s) hm.aestronglyMeasurable ?_
    filter_upwards [ae_restrict_mem measurableSet_Ioc] with u hu
    have hp : 0 < u ^ (-a - 1) := Real.rpow_pos_of_pos hu.1 _
    have he : Real.exp (-(s * u)) ≤ 1 := Real.exp_le_one_iff.2 (by nlinarith [hu.1])
    have hl := Real.add_one_le_exp (-(s * u))
    have h1 : u ^ (-a) = u ^ (-a - 1) * u := by
      rw [← Real.rpow_add_one hu.1.ne']
      congr 1
      ring
    rw [Real.norm_of_nonneg (mul_nonneg hp.le (by linarith)), h1]
    nlinarith
  · -- far away, 1 - exp(-su) ≤ 1
    have hg : IntegrableOn (fun u : ℝ => u ^ (-a - 1)) (Ioi 1) :=
      integrableOn_Ioi_rpow_of_lt (by linarith) one_pos
    refine Integrable.mono' hg hm.aestronglyMeasurable ?_
    filter_upwards [ae_restrict_mem measurableSet_Ioi] with u hu
    have hu0 : 0 < u := lt_trans one_pos hu
    have hp : 0 < u ^ (-a - 1) := Real.rpow_pos_of_pos hu0 _
    have he : Real.exp (-(s * u)) ≤ 1 := Real.exp_le_one_iff.2 (by nlinarith)
    rw [Real.norm_of_nonneg (mul_nonneg hp.le (by linarith))]
    nlinarith [Real.exp_pos (-(s * u))]

/-- For `0 < a < 1` and `s > 0`, the integral of `a u^(-a-1) (1 - exp(-s u))` over `u > 0` is
`Γ(1-a) s^a`. -/
theorem integral_kernel {a s : ℝ} (ha : 0 < a) (ha1 : a < 1) (hs : 0 < s) :
    ∫ u in Ioi (0 : ℝ), a * (u ^ (-a - 1) * (1 - Real.exp (-(s * u)))) =
      Real.Gamma (1 - a) * s ^ a := by
  have hG : ∫ u in Ioi (0 : ℝ), u ^ (-a) * Real.exp (-(s * u)) =
      (1 / s) ^ (1 - a) * Real.Gamma (1 - a) := by
    have h := Real.integral_rpow_mul_exp_neg_mul_Ioi (a := 1 - a) (by linarith) hs
    rwa [show 1 - a - 1 = -a by ring] at h
  have hGi : IntegrableOn (fun u : ℝ => u ^ (-a) * Real.exp (-(s * u))) (Ioi 0) := by
    by_contra h
    have h0 := hG.symm.trans (integral_undef h)
    have h1 : 0 < Real.Gamma (1 - a) := Real.Gamma_pos_of_pos (by linarith)
    have h2 : 0 < (1 / s) ^ (1 - a) := Real.rpow_pos_of_pos (by positivity) _
    exact (mul_pos h2 h1).ne' h0
  have hK := (integrable_kernel ha ha1 hs).const_mul a
  have hb : ∀ u : ℝ, 0 < u → ‖-(u ^ (-a) * (1 - Real.exp (-(s * u))))‖ =
      u ^ (-a) * (1 - Real.exp (-(s * u))) := fun u hu => by
    have he : Real.exp (-(s * u)) ≤ 1 := Real.exp_le_one_iff.2 (by nlinarith)
    rw [norm_neg, Real.norm_of_nonneg
      (mul_nonneg (Real.rpow_pos_of_pos hu _).le (by linarith))]
  -- integration by parts: the boundary terms vanish at both ends
  have hparts := integral_Ioi_of_hasDerivAt_of_tendsto (a := (0 : ℝ)) (m := (0 : ℝ))
    (f := fun u : ℝ => -(u ^ (-a) * (1 - Real.exp (-(s * u)))))
    (f' := fun u : ℝ => a * (u ^ (-a - 1) * (1 - Real.exp (-(s * u)))) -
      s * (u ^ (-a) * Real.exp (-(s * u))))
    (by
      have hc : Tendsto (fun u : ℝ => s * u ^ (1 - a)) (𝓝[Ici 0] 0) (𝓝 0) := by
        have h : Continuous (fun u : ℝ => s * u ^ (1 - a)) :=
          continuous_const.mul (Real.continuous_rpow_const (by linarith))
        have h' := (h.tendsto 0).mono_left (nhdsWithin_le_nhds (s := Ici (0 : ℝ)))
        rwa [Real.zero_rpow (by linarith), mul_zero] at h'
      have h0 : -((0 : ℝ) ^ (-a) * (1 - Real.exp (-(s * 0)))) = 0 := by simp
      unfold ContinuousWithinAt
      beta_reduce
      rw [h0]
      refine squeeze_zero_norm' ?_ hc
      filter_upwards [self_mem_nhdsWithin] with u hu
      rcases eq_or_lt_of_le (show (0 : ℝ) ≤ u from hu) with h | h
      · rw [← h, h0, norm_zero, Real.zero_rpow (sub_pos.2 ha1).ne', mul_zero]
      · have h1 : u ^ (1 - a) = u ^ (-a) * u := by
          rw [← Real.rpow_add_one h.ne']
          congr 1
          ring
        rw [hb u h, h1]
        nlinarith [Real.add_one_le_exp (-(s * u)), Real.rpow_pos_of_pos h (-a)])
    (fun u hu => by
      have h0 : HasDerivAt (fun v : ℝ => -(s * v)) (-s) u :=
        ((hasDerivAt_id' u).const_mul s).fun_neg.congr_deriv (by ring)
      have h1 := h0.exp.const_sub 1
      have h2 := Real.hasDerivAt_rpow_const (x := u) (p := -a) (Or.inl (ne_of_gt hu))
      exact (h2.fun_mul h1).fun_neg.congr_deriv (by ring))
    (hK.sub (hGi.const_mul s))
    (by
      refine squeeze_zero_norm' ?_ (tendsto_rpow_neg_atTop ha)
      filter_upwards [eventually_gt_atTop 0] with u hu
      rw [hb u hu]
      nlinarith [Real.exp_pos (-(s * u)), Real.rpow_pos_of_pos hu (-a)])
  rw [integral_sub hK (hGi.const_mul s), integral_const_mul s, hG] at hparts
  have h1 : s ^ a = s ^ (-(1 - a)) * s := by
    rw [← Real.rpow_add_one hs.ne']
    congr 1
    ring
  rw [one_div, Real.inv_rpow hs.le, ← Real.rpow_neg hs.le] at hparts
  simp only [mul_zero, neg_zero, Real.exp_zero, sub_self] at hparts
  rw [h1]
  linear_combination hparts

/-- For `0 < d < 6` and `t > 0`, the Förster integrand `d r^(d-1) (1 - exp(-t/r⁶))` is integrable
over `r > 0`, and its integral is `Γ(1-d/6) t^(d/6)`. -/
theorem forster_integral {d t : ℝ} (hd : 0 < d) (hd6 : d < 6) (ht : 0 < t) :
    IntegrableOn (fun r : ℝ => d * r ^ (d - 1) * (1 - Real.exp (-(t / r ^ 6)))) (Ioi 0) ∧
    ∫ r in Ioi (0 : ℝ), d * r ^ (d - 1) * (1 - Real.exp (-(t / r ^ 6))) =
      Real.Gamma (1 - d / 6) * t ^ (d / 6) := by
  have ha : 0 < d / 6 := by positivity
  have ha1 : d / 6 < 1 := by linarith
  let f : ℝ → ℝ := fun u => d / 6 * (u ^ (-(d / 6) - 1) * (1 - Real.exp (-(t * u))))
  -- the substitution u = r^(-6)
  have hsub : EqOn (fun r : ℝ => (|(-6 : ℝ)| * r ^ ((-6 : ℝ) - 1)) • f (r ^ (-6 : ℝ)))
      (fun r => d * r ^ (d - 1) * (1 - Real.exp (-(t / r ^ 6)))) (Ioi 0) := by
    intro r hr
    have hr0 : 0 < r := hr
    have h1 : r ^ (-6 : ℝ) = (r ^ 6)⁻¹ := by
      rw [Real.rpow_neg hr0.le]
      congr 1
      exact_mod_cast Real.rpow_natCast r 6
    have h2 : r ^ ((-6 : ℝ) - 1) * (r ^ (-6 : ℝ)) ^ (-(d / 6) - 1) = r ^ (d - 1) := by
      rw [← Real.rpow_mul hr0.le, ← Real.rpow_add hr0]
      congr 1
      ring
    have h3 : t / r ^ 6 = t * r ^ (-6 : ℝ) := by rw [h1, div_eq_mul_inv]
    have h6 : |(-6 : ℝ)| = 6 := by norm_num
    simp only [f, smul_eq_mul]
    rw [h6, h3]
    linear_combination (d * (1 - Real.exp (-(t * r ^ (-6 : ℝ))))) * h2
  constructor
  · exact ((integrableOn_Ioi_comp_rpow_iff f (by norm_num : (-6 : ℝ) ≠ 0)).2
      ((integrable_kernel ha ha1 ht).const_mul (d / 6))).congr_fun hsub measurableSet_Ioi
  · rw [← setIntegral_congr_fun measurableSet_Ioi hsub,
      integral_comp_rpow_Ioi f (by norm_num : (-6 : ℝ) ≠ 0)]
    exact integral_kernel ha ha1 ht

/-- For `d > 0` and `R > 0` the radial density has total probability one. -/
theorem integral_radialDensity {d R : ℝ} (hd : 0 < d) (hR : 0 < R) :
    ∫ r, radialDensity d R r = 1 := by
  have hRd : R ^ d ≠ 0 := (Real.rpow_pos_of_pos hR d).ne'
  simp only [radialDensity]
  rw [integral_indicator measurableSet_Ioc, ← intervalIntegral.integral_of_le hR.le,
    intervalIntegral.integral_div, intervalIntegral.integral_const_mul,
    integral_rpow (Or.inl (by linarith)), sub_add_cancel, Real.zero_rpow hd.ne', sub_zero]
  field_simp

/-- The average over `N` independent acceptors is the donor's own decay times the `N`-th power of
the average over one acceptor. -/
theorem donorSurvival_eq_pow (d R τ R₀ t : ℝ) (N : ℕ) :
    donorSurvival d R τ R₀ t N = Real.exp (-(t / τ)) *
      (∫ r, radialDensity d R r * Real.exp (-(transferRate τ R₀ r * t))) ^ N := by
  have h := integral_fintype_prod_volume_eq_prod (f := fun (_ : Fin N) (r : ℝ) =>
    radialDensity d R r * Real.exp (-(transferRate τ R₀ r * t)))
  simp only [Finset.prod_const, Finset.card_univ, Fintype.card_fin] at h
  rw [← h, ← integral_const_mul, donorSurvival]
  refine integral_congr_ae (Eventually.of_forall fun x => ?_)
  have he : Real.exp (-(1 / τ + ∑ i, transferRate τ R₀ (x i)) * t) =
      Real.exp (-(t / τ)) * ∏ i, Real.exp (-(transferRate τ R₀ (x i) * t)) := by
    rw [← Real.exp_sum, ← Real.exp_add, Finset.sum_neg_distrib, ← Finset.sum_mul]
    congr 1
    ring
  dsimp only
  rw [he, Finset.prod_mul_distrib]
  ring

/-- For `0 < d < 6` and positive `R`, `τ`, `R₀`, `t`, the one-acceptor average is one minus the
ratio `J / R^d`, where `J` is the integral of `d r^(d-1) (1 - exp(-(t/τ) R₀⁶ / r⁶))` over `r` from
`0` to `R`. -/
theorem one_acceptor_average {d R τ R₀ t : ℝ} (hd : 0 < d) (hd6 : d < 6) (hR : 0 < R)
    (hτ : 0 < τ) (hR₀ : 0 < R₀) (ht : 0 < t) :
    ∫ r, radialDensity d R r * Real.exp (-(transferRate τ R₀ r * t)) =
      1 - (∫ r in (0 : ℝ)..R, d * r ^ (d - 1) *
        (1 - Real.exp (-(t / τ * R₀ ^ 6 / r ^ 6)))) / R ^ d := by
  have hρ : Integrable (radialDensity d R) := by
    by_contra h
    exact one_ne_zero ((integral_radialDensity hd hR).symm.trans (integral_undef h))
  let q : ℝ → ℝ := (Ioc 0 R).indicator fun r =>
    d * r ^ (d - 1) * (1 - Real.exp (-(t / τ * R₀ ^ 6 / r ^ 6))) / R ^ d
  have hq : Integrable q := (integrable_indicator_iff measurableSet_Ioc).2
    (((forster_integral hd hd6 (t := t / τ * R₀ ^ 6) (by positivity)).1.mono_set
      Ioc_subset_Ioi_self).div_const _)
  have hfun : (fun r => radialDensity d R r * Real.exp (-(transferRate τ R₀ r * t))) =
      fun r => radialDensity d R r - q r := by
    funext r
    have hk : transferRate τ R₀ r * t = t / τ * R₀ ^ 6 / r ^ 6 := by
      unfold transferRate
      ring
    rw [hk]
    by_cases h : r ∈ Ioc 0 R
    · simp only [radialDensity, q, indicator_of_mem h]
      ring
    · simp only [radialDensity, q, indicator_of_notMem h, zero_mul, sub_zero]
  rw [hfun, integral_sub hρ hq, integral_radialDensity hd hR]
  simp only [q]
  rw [integral_indicator measurableSet_Ioc, integral_div, intervalIntegral.integral_of_le hR.le]

/-- Förster's stretched-exponential decay: let `0 < d < 6` and `τ, R₀, t > 0`. If the ball radius
grows without bound while `N / R^d` tends to `c`, the averaged donor survival tends to
`exp(-t/τ - c Γ(1-d/6) R₀^d (t/τ)^(d/6))`. -/
theorem forster_decay {d c τ R₀ t : ℝ} (hd : 0 < d) (hd6 : d < 6) (hτ : 0 < τ)
    (hR₀ : 0 < R₀) (ht : 0 < t) {R : ℕ → ℝ} (hR : Tendsto R atTop atTop)
    (hc : Tendsto (fun N : ℕ => (N : ℝ) / R N ^ d) atTop (𝓝 c)) :
    Tendsto (fun N => donorSurvival d (R N) τ R₀ t N) atTop
      (𝓝 (Real.exp (-(t / τ) - c * Real.Gamma (1 - d / 6) * R₀ ^ d * (t / τ) ^ (d / 6)))) := by
  have hs : 0 < t / τ * R₀ ^ 6 := by positivity
  obtain ⟨hi, hI⟩ := forster_integral hd hd6 hs
  have hJ := intervalIntegral_tendsto_integral_Ioi 0 hi hR
  rw [hI] at hJ
  -- N times the one-acceptor loss converges
  have hg := (hc.mul hJ).neg
  have hlim := (Real.tendsto_one_add_pow_exp_of_tendsto (g := fun N : ℕ =>
    -((∫ r in (0 : ℝ)..R N, d * r ^ (d - 1) *
      (1 - Real.exp (-(t / τ * R₀ ^ 6 / r ^ 6)))) / R N ^ d))
    (hg.congr fun N => by ring)).const_mul (Real.exp (-(t / τ)))
  have hpow : (t / τ * R₀ ^ 6) ^ (d / 6) = (t / τ) ^ (d / 6) * R₀ ^ d := by
    rw [Real.mul_rpow (by positivity) (by positivity), ← Real.rpow_natCast R₀ 6,
      ← Real.rpow_mul hR₀.le]
    congr 2
    push_cast
    ring
  rw [← Real.exp_add, hpow] at hlim
  have hval : -(t / τ) + -(c * (Real.Gamma (1 - d / 6) * ((t / τ) ^ (d / 6) * R₀ ^ d))) =
      -(t / τ) - c * Real.Gamma (1 - d / 6) * R₀ ^ d * (t / τ) ^ (d / 6) := by ring
  rw [hval] at hlim
  refine hlim.congr' ?_
  filter_upwards [hR.eventually_gt_atTop 0] with N hN
  rw [donorSurvival_eq_pow, one_acceptor_average hd hd6 hN hτ hR₀ ht, ← sub_eq_add_neg]

/-- The square-root law in three dimensions: for `τ, R₀, t > 0`, if the ball radius grows without
bound at limiting acceptor number density `n`, the averaged donor survival tends to
`exp(-t/τ - (4/3) π √π n R₀³ √(t/τ))`. -/
theorem forster_decay_three {n τ R₀ t : ℝ} (hτ : 0 < τ) (hR₀ : 0 < R₀) (ht : 0 < t)
    {R : ℕ → ℝ} (hR : Tendsto R atTop atTop)
    (hn : Tendsto (fun N : ℕ => (N : ℝ) / (4 / 3 * Real.pi * R N ^ 3)) atTop (𝓝 n)) :
    Tendsto (fun N => donorSurvival 3 (R N) τ R₀ t N) atTop
      (𝓝 (Real.exp (-(t / τ) -
        4 / 3 * Real.pi * √Real.pi * n * R₀ ^ 3 * √(t / τ)))) := by
  have h3 : ∀ x : ℝ, x ^ (3 : ℝ) = x ^ 3 := fun x => by
    exact_mod_cast Real.rpow_natCast x 3
  have hA : 4 / 3 * Real.pi ≠ 0 := by positivity
  have hc : Tendsto (fun N : ℕ => (N : ℝ) / R N ^ (3 : ℝ)) atTop
      (𝓝 (4 / 3 * Real.pi * n)) :=
    (hn.const_mul (4 / 3 * Real.pi)).congr fun N => by
      rw [h3, ← mul_div_assoc, mul_div_mul_left _ _ hA]
  have h := forster_decay (by norm_num) (by norm_num) hτ hR₀ ht hR hc
  rw [show (1 : ℝ) - 3 / 6 = 1 / 2 by norm_num, show (3 : ℝ) / 6 = 1 / 2 by norm_num,
    Real.Gamma_one_half_eq, ← Real.sqrt_eq_rpow, h3] at h
  convert h using 3
  ring

end

end ForsterEnsembleDecay
```

```lean
#print axioms ForsterEnsembleDecay.forster_decay_three
```

```
'ForsterEnsembleDecay.forster_decay_three' depends on axioms: [propext, Classical.choice, Quot.sound]
```

## From the kernel to the decay law

`integrable_kernel` splits the half-line at u = 1 and applies the two bounds through `Integrable.mono'`. `integral_kernel` is the integration by parts: `integral_Ioi_of_hasDerivAt_of_tendsto` takes the derivative above, `squeeze_zero_norm'` disposes of each boundary term, and Mathlib's Gamma integral supplies the value. In `forster_integral`, `hsub` checks the powers of r in the substitution, and `integral_comp_rpow_Ioi` carries it out.

`donorSurvival_eq_pow` splits the exponential into a product and factorises the N-fold integral. `integral_radialDensity` proves that ρ is normalised, and `one_acceptor_average` uses this to obtain A = 1 − J(R)/R^d.

In `forster_decay`, `hJ` says that J(R) tends to J(∞), and `hg` multiplies this by the limit of N/R^d. `Real.tendsto_one_add_pow_exp_of_tendsto` then gives the exponential. The formula for A needs a positive radius, which a sequence tending to infinity has from some N onwards; `hR.eventually_gt_atTop 0` provides that. `forster_decay_three` converts `n` into `c` and inserts Γ(1/2) = √π.
